# Expanding a Koopmans-compliant energy over the integer fillings of a finite set of orbitals

Here the energy is a real-valued function of orbital occupations, each between zero and one, and it is Koopmans-compliant: with the other occupations frozen, it is affine in the occupation of any one orbital. The lemma `partial_expansion` says that, for any finite set `T` of orbitals, such an energy is a weighted sum over the subsets `S` of `T`, where the orbitals in `S` are filled, the rest of `T` is emptied, and occupations outside `T` are kept. The weight of each term is the product of `f i` over the filled orbitals and `1 - f i` over the emptied ones. The proof is by induction on `T`, splitting the energy at each step according to whether the added orbital is empty or filled.

Lean 4 with Mathlib refuses this proof:

```lean
import Mathlib

open Finset

namespace KoopmansInterpolation

noncomputable section

variable {ι : Type*} [Fintype ι] [DecidableEq ι]

/-- Admissible orbital occupations: each lies between zero and one. -/
def IsOccupation (f : ι → ℝ) : Prop := ∀ i, 0 ≤ f i ∧ f i ≤ 1

/-- Orbital-wise Koopmans compliance: with all other occupations frozen, the energy is
affine in the occupation of any one orbital between empty and filled. -/
def KoopmansCompliant (F : (ι → ℝ) → ℝ) : Prop :=
  ∀ f, IsOccupation f → ∀ i, ∃ a b : ℝ, ∀ t : ℝ, 0 ≤ t → t ≤ 1 →
    F (Function.update f i t) = a + b * t

/-- The integer configuration in which exactly the orbitals in `S` are filled. -/
def config (S : Finset ι) : ι → ℝ := fun i => if i ∈ S then 1 else 0

/-- Occupations in which the orbitals of `T` are filled or emptied according to `S`,
while the others keep their values. -/
def roundOn (T S : Finset ι) (f : ι → ℝ) : ι → ℝ :=
  fun i => if i ∈ T then config S i else f i

omit [Fintype ι] in
/-- For a compliant functional at admissible occupations, the energy is the average of the energies
with orbital `i` empty and filled, weighted by its occupation. -/
theorem energy_chord {F : (ι → ℝ) → ℝ} (hF : KoopmansCompliant F) {f : ι → ℝ}
    (hf : IsOccupation f) (i : ι) :
    F f = (1 - f i) * F (Function.update f i 0) + f i * F (Function.update f i 1) := by
  obtain ⟨a, b, h⟩ := hF f hf i
  have h0 := h 0 le_rfl zero_le_one
  have h1 := h 1 zero_le_one le_rfl
  have hi := h (f i) (hf i).1 (hf i).2
  rw [Function.update_eq_self] at hi
  linear_combination hi - (1 - f i) * h0 - f i * h1

omit [Fintype ι] in
/-- The energy of a compliant functional expanded over the integer fillings of a chosen
set `T` of orbitals, the remaining occupations being kept. -/
theorem partial_expansion {F : (ι → ℝ) → ℝ} (hF : KoopmansCompliant F) {f : ι → ℝ}
    (hf : IsOccupation f) (T : Finset ι) :
    F f = ∑ S ∈ T.powerset,
      F (roundOn T S f) * ((∏ i ∈ S, f i) * ∏ i ∈ T \ S, (1 - f i)) := by
  induction T using Finset.induction_on with
  | empty => simp [roundOn]
  | insert a T ha ih =>
    rw [ih, Finset.sum_powerset_insert ha, ← Finset.sum_add_distrib]
    refine Finset.sum_congr rfl fun S hS => ?_
    have haS : a ∉ S := fun h => ha (Finset.mem_powerset.mp hS h)
    have hocc : IsOccupation (roundOn T S f) := by
      intro j
      unfold roundOn config
      split_ifs
      · norm_num
      · norm_num
      · exact hf j
    -- split the energy according to whether orbital `a` is empty or filled
    have hc := energy_chord hF hocc a
    have ra : roundOn T S f a = f a := by simp [roundOn, ha]
    have u0 : Function.update (roundOn T S f) a 0 = roundOn (insert a T) S f := by
      ext j
      by_cases hj : j = a
      · subst hj
        simp [roundOn, config, haS]
      · simp [roundOn, config, hj]
    have u1 : Function.update (roundOn T S f) a 1
        = roundOn (insert a T) (insert a S) f := by
      ext j
      by_cases hj : j = a
      · subst hj
        simp [roundOn, config]
      · simp [roundOn, config, hj]
    have d0 : insert a T \ S = insert a (T \ S) := by
      ext j
      by_cases hj : j = a
      · subst hj
        simp [haS]
      · simp [hj]
    have d1 : insert a T \ insert a S = T \ S := by
      ext j
      by_cases hj : j = a
      · subst hj
        simp [ha]
      · simp [hj]
    have hd : a ∉ T \ S := by simp [ha]
    rw [u0, u1, ra] at hc
    rw [hc, d0, d1, Finset.prod_insert haS, Finset.prod_insert hd]
    ring

end

end KoopmansInterpolation
```

Compiling this gives:

```
Main.lean:49:10: error: unsolved goals
case empty
ι : Type u_1
inst✝ : DecidableEq ι
F : (ι → ℝ) → ℝ
hF : KoopmansCompliant F
f : ι → ℝ
hf : IsOccupation f
⊢ F f = F (roundOn ∅ ∅ f)
Main.lean:49:19: warning: This simp argument is unused:
  roundOn

Hint: Omit it from the simp argument list.
  [apply] simp

Note: This linter can be disabled with `set_option linter.unusedSimpArgs false`
```

Lean accepts the file once it reads:

```diff
@@ -40,6 +40,6 @@
 
 omit [Fintype ι] in
-/-- The energy of a compliant functional expanded over the integer fillings of a chosen
-set `T` of orbitals, the remaining occupations being kept. -/
+/-- The energy of a compliant functional at admissible occupations, expanded over the integer
+fillings of a chosen set `T` of orbitals, the remaining occupations being kept. -/
 theorem partial_expansion {F : (ι → ℝ) → ℝ} (hF : KoopmansCompliant F) {f : ι → ℝ}
     (hf : IsOccupation f) (T : Finset ι) :
@@ -47,5 +47,9 @@
       F (roundOn T S f) * ((∏ i ∈ S, f i) * ∏ i ∈ T \ S, (1 - f i)) := by
   induction T using Finset.induction_on with
-  | empty => simp [roundOn]
+  | empty =>
+    have h : roundOn ∅ ∅ f = f := by
+      funext j
+      simp [roundOn]
+    simp [h]
   | insert a T ha ih =>
     rw [ih, Finset.sum_powerset_insert ha, ← Finset.sum_add_distrib]
```

What went wrong. The error is in the base case, where `T` is empty. `simp` reduces the sum to its single term, with weight one, but stops at `F f = F (roundOn ∅ ∅ f)`. The two arguments of `F` are the same function, since with no orbitals to round every occupation is kept, but `simp` doesn't see this. `roundOn` is defined by a formula for its value at an orbital, and `simp [roundOn]` unfolds it only when it is applied to one. Here it stands unapplied as the argument of `F`, so the definition is never used, which is also what the warning reports.

The repair first proves `roundOn ∅ ∅ f = f` as `h`. `funext j` turns this into an equation at an orbital `j`, where `simp [roundOn]` can unfold the definition and, as `j ∈ ∅` is false, pick the branch `f j`. `simp [h]` then closes the original goal.

The docstring change is mere tidying: it adds that the occupations are admissible.
